# The bcc lattice of cubic edge 2 has covering radius √5/2 and covering density 5√5π/24

**Question.** I describe bcc sites as the integer triples whose entries are all even or all odd, so the cubic cell has edge 2. The face centre $(1,1,0)$ looks like the emptiest place, yet it has a site at distance 1, while every site is more than 1 away from $(1,\tfrac12,0)$. How can I be sure that no point is worse, without constructing the Voronoi cell? And what covering density follows?

**Answer.** Define the covering radius as the infimum of all $r$ such that every point lies within $r$ of a site. No Voronoi cell is then needed: it is enough to show that $\sqrt5/2$ works everywhere and that $(1,\tfrac12,0)$ allows nothing smaller.

## Two candidate sites for every point

Let $x=(x_0,x_1,x_2)$. Each $x_i$ lies between an even integer $e_i$ and an adjacent odd integer $o_i$, at distances $t_i$ and $1-t_i$, with $0\le t_i\le1$. Both $(e_0,e_1,e_2)$ and $(o_0,o_1,o_2)$ are sites. The sums $\sum t_i$ and $\sum(1-t_i)$ add up to 3, so one of them is at most $3/2$.

Now let $u,v,w\in[0,1]$ with $u+v+w\le\tfrac32$. If all are at most $\tfrac12$, their squares sum to at most $\tfrac34$. Otherwise call one that is at least $\tfrac12$ $u$. Since $v^2+w^2\le(v+w)^2\le(\tfrac32-u)^2$,
$$u^2+v^2+w^2\le u^2+(\tfrac32-u)^2=\tfrac54-2(u-\tfrac12)(1-u)\le\tfrac54.$$
So one of the two sites is within $\sqrt5/2$ of $x$.

## The tetrahedral hole

The squared distance from $(1,\tfrac12,0)$ to a site $(a,b,c)$ is
$$(a-1)^2+(b-\tfrac12)^2+c^2=N+\tfrac14,\qquad N=(a-1)^2+b(b-1)+c^2.$$
For integer $b$, $b(b-1)\ge0$. If $N=0$, then $a=1$ and $c=0$, which have different parity. Hence $N\ge1$, and the distance is at least $\sqrt5/2$.

Equality means $N=1$. Since $b(b-1)$ is even, it must vanish, so $b\in\{0,1\}$ and $(a-1)^2+c^2=1$. Parity leaves $(0,0,0)$, $(2,0,0)$, $(1,1,1)$ and $(1,1,-1)$.

The bound needs $a$ and $c$ to have equal parity. Without that condition, $(1,0,0)$ would be allowed, at distance only $\tfrac12$.

## From radius to density

The ball of radius $\sqrt5/2$ has volume $\tfrac{4\pi}{3}\cdot\tfrac{5\sqrt5}{8}=\tfrac{5\sqrt5\pi}{6}$. The primitive vectors $(-1,1,1)$, $(1,-1,1)$, $(1,1,-1)$ have determinant 4. Their combinations have entries of equal parity; conversely, $(a,a+2k,a+2l)$ has integer coefficients $(a+k+l,\,a+l,\,a+k)$. The covering density, which is the ball volume divided by the primitive-cell volume 4, is therefore $5\sqrt5\pi/24\approx1.46$, above 1 because the balls overlap.

```lean
import Mathlib

open MeasureTheory Matrix
open scoped Real

namespace BccCovering

noncomputable section

/-- Euclidean three-dimensional space. -/
abbrev Space := EuclideanSpace ℝ (Fin 3)

/-- The bcc lattice: integer triples whose three entries have equal parity. -/
def bcc : Set Space :=
  {p | ∃ a b c : ℤ, a % 2 = b % 2 ∧ b % 2 = c % 2 ∧ p = !₂[(a : ℝ), (b : ℝ), (c : ℝ)]}

/-- The point (1, 1/2, 0). -/
def hole : Space := !₂[(1 : ℝ), 1 / 2, 0]

/-- The covering radius of a set of sites: the infimum of the radii `r` such that every point
of space lies within `r` of a site. Its domain is the sets for which such a radius exists. -/
def coveringRadius (L : Set Space) : ℝ :=
  sInf {r | ∀ x : Space, ∃ p ∈ L, dist x p ≤ r}

/-- The lattice of integer combinations of the rows of `B`. -/
def latticeOf (B : Matrix (Fin 3) (Fin 3) ℝ) : Set Space :=
  {p | ∃ n : Fin 3 → ℤ, p = WithLp.toLp 2 ((fun i => (n i : ℝ)) ᵥ* B)}

/-- The covering density of the lattice spanned by the rows of `B`: the volume of a ball of
covering radius divided by the volume of a primitive cell. Its domain is `det B ≠ 0`. -/
def coveringDensity (B : Matrix (Fin 3) (Fin 3) ℝ) : ℝ :=
  (volume (Metric.closedBall (0 : Space) (coveringRadius (latticeOf B)))).toReal / |B.det|

/-- The conventional primitive vectors of the bcc lattice, as rows. -/
def bccBasis : Matrix (Fin 3) (Fin 3) ℝ := !![-1, 1, 1; 1, -1, 1; 1, 1, -1]

/-- The squared distance between two points is the sum of the squared coordinate differences. -/
lemma dist_sq (x : Space) (a b c : ℝ) :
    dist x !₂[a, b, c] ^ 2 = (x 0 - a) ^ 2 + (x 1 - b) ^ 2 + (x 2 - c) ^ 2 := by
  rw [EuclideanSpace.dist_eq, Real.sq_sqrt (by positivity)]
  simp [Fin.sum_univ_three, Real.dist_eq, sq_abs]

lemma radius_sq : (√5 / 2) ^ 2 = (5 / 4 : ℝ) := by
  rw [div_pow, Real.sq_sqrt (by norm_num)]
  norm_num

/-- Every real number lies between an even and an odd integer, at distances `t` and `1 - t`
with `t` in [0, 1]. -/
lemma even_odd_neighbours (x : ℝ) : ∃ e o : ℤ, ∃ t : ℝ, e % 2 = 0 ∧ o % 2 = 1 ∧
    0 ≤ t ∧ t ≤ 1 ∧ (x - e) ^ 2 = t ^ 2 ∧ (x - o) ^ 2 = (1 - t) ^ 2 := by
  have h1 := Int.floor_le x
  have h2 := Int.lt_floor_add_one x
  rcases Int.emod_two_eq_zero_or_one ⌊x⌋ with h | h
  · exact ⟨⌊x⌋, ⌊x⌋ + 1, x - ⌊x⌋, h, by omega, by linarith, by linarith, rfl,
      by push_cast; ring⟩
  · exact ⟨⌊x⌋ + 1, ⌊x⌋, 1 - (x - ⌊x⌋), by omega, h, by linarith, by linarith,
      by push_cast; ring, by ring⟩

/-- Three numbers in [0, 1] with sum at most 3/2 have squares summing to at most 5/4. -/
lemma sum_sq_le {a b c : ℝ} (ha : 0 ≤ a) (hb : 0 ≤ b) (hc : 0 ≤ c)
    (ha1 : a ≤ 1) (hb1 : b ≤ 1) (hc1 : c ≤ 1) (h : a + b + c ≤ 3 / 2) :
    a ^ 2 + b ^ 2 + c ^ 2 ≤ 5 / 4 := by
  -- if one number is at least 1/2, the other two are merged into a single one
  have key : ∀ u v w : ℝ, 0 ≤ v → 0 ≤ w → u ≤ 1 → 1 / 2 ≤ u → u + v + w ≤ 3 / 2 →
      u ^ 2 + v ^ 2 + w ^ 2 ≤ 5 / 4 := by
    intro u v w hv hw hu1 hu hs
    have h1 : (v + w) ^ 2 ≤ (3 / 2 - u) ^ 2 :=
      pow_le_pow_left₀ (by linarith) (by linarith) 2
    have h2 := mul_nonneg hv hw
    have h3 := mul_nonneg (sub_nonneg.2 hu) (sub_nonneg.2 hu1)
    nlinarith
  rcases le_total (1 / 2) a with h1 | h1
  · exact key a b c hb hc ha1 h1 h
  rcases le_total (1 / 2) b with h2 | h2
  · linarith [key b a c ha hc hb1 h2 (by linarith)]
  rcases le_total (1 / 2) c with h3 | h3
  · linarith [key c a b ha hb hc1 h3 (by linarith)]
  nlinarith

/-- Every point of space lies within √5/2 of a bcc lattice point. -/
theorem bcc_covers (x : Space) : ∃ p ∈ bcc, dist x p ≤ √5 / 2 := by
  obtain ⟨e₀, o₀, t₀, he₀, ho₀, h₀, h₀', hd₀, hd₀'⟩ := even_odd_neighbours (x 0)
  obtain ⟨e₁, o₁, t₁, he₁, ho₁, h₁, h₁', hd₁, hd₁'⟩ := even_odd_neighbours (x 1)
  obtain ⟨e₂, o₂, t₂, he₂, ho₂, h₂, h₂', hd₂, hd₂'⟩ := even_odd_neighbours (x 2)
  rcases le_total (t₀ + t₁ + t₂) (3 / 2) with h | h
  · -- the all-even site is close enough
    refine ⟨_, ⟨e₀, e₁, e₂, by omega, by omega, rfl⟩, ?_⟩
    apply (pow_le_pow_iff_left₀ dist_nonneg (by positivity) two_ne_zero).1
    rw [dist_sq, radius_sq, hd₀, hd₁, hd₂]
    exact sum_sq_le h₀ h₁ h₂ h₀' h₁' h₂' h
  · -- the all-odd site is close enough
    refine ⟨_, ⟨o₀, o₁, o₂, by omega, by omega, rfl⟩, ?_⟩
    apply (pow_le_pow_iff_left₀ dist_nonneg (by positivity) two_ne_zero).1
    rw [dist_sq, radius_sq, hd₀', hd₁', hd₂']
    apply sum_sq_le <;> linarith

lemma hole_dist_sq (a b c : ℤ) : dist hole !₂[(a : ℝ), (b : ℝ), (c : ℝ)] ^ 2 =
    (((a - 1) * (a - 1) + b * (b - 1) + c * c : ℤ) : ℝ) + 1 / 4 := by
  have h0 : hole 0 = 1 := by simp [hole]
  have h1 : hole 1 = 1 / 2 := by simp [hole]
  have h2 : hole 2 = 0 := by simp [hole]
  rw [dist_sq, h0, h1, h2]
  push_cast
  ring

lemma mul_pred_nonneg (b : ℤ) : 0 ≤ b * (b - 1) := by
  rcases le_or_gt b 0 with h | h
  · exact mul_nonneg_of_nonpos_of_nonpos h (by omega)
  · exact mul_nonneg (by omega) (by omega)

/-- No bcc lattice point is closer to (1, 1/2, 0) than √5/2. -/
theorem hole_far {p : Space} (hp : p ∈ bcc) : √5 / 2 ≤ dist hole p := by
  obtain ⟨a, b, c, hab, hbc, rfl⟩ := hp
  have hb := mul_pred_nonneg b
  -- equal parity forbids a = 1 together with c = 0
  have hz : 1 ≤ (a - 1) * (a - 1) + b * (b - 1) + c * c := by
    by_cases ha : a = 1
    · have hc : c ≠ 0 := by omega
      have := mul_self_pos.2 hc
      nlinarith [mul_self_nonneg (a - 1)]
    · have ha' : a - 1 ≠ 0 := by omega
      have := mul_self_pos.2 ha'
      nlinarith [mul_self_nonneg c]
  have hr : (1 : ℝ) ≤ (((a - 1) * (a - 1) + b * (b - 1) + c * c : ℤ) : ℝ) := by
    exact_mod_cast hz
  apply (pow_le_pow_iff_left₀ (by positivity) dist_nonneg two_ne_zero).1
  rw [radius_sq, hole_dist_sq]
  linarith

/-- The bcc lattice points at distance √5/2 from (1, 1/2, 0) are exactly the four points
(0,0,0), (2,0,0), (1,1,1) and (1,1,-1). -/
theorem hole_neighbours : {p | p ∈ bcc ∧ dist hole p = √5 / 2} =
    ({!₂[0, 0, 0], !₂[2, 0, 0], !₂[1, 1, 1], !₂[1, 1, -1]} : Set Space) := by
  have back : ∀ a b c : ℤ, a % 2 = b % 2 → b % 2 = c % 2 →
      (a - 1) * (a - 1) + b * (b - 1) + c * c = 1 →
      ∀ p : Space, p = !₂[(a : ℝ), (b : ℝ), (c : ℝ)] → p ∈ bcc ∧ dist hole p = √5 / 2 := by
    rintro a b c hab hbc hz p rfl
    refine ⟨⟨a, b, c, hab, hbc, rfl⟩, ?_⟩
    apply (pow_left_inj₀ dist_nonneg (by positivity) two_ne_zero).1
    rw [radius_sq, hole_dist_sq, hz]
    norm_num
  ext p
  constructor
  · rintro ⟨⟨a, b, c, hab, hbc, rfl⟩, hd⟩
    have h := hole_dist_sq a b c
    rw [hd, radius_sq] at h
    have hr : (((a - 1) * (a - 1) + b * (b - 1) + c * c : ℤ) : ℝ) = 1 := by linarith
    have hz : (a - 1) * (a - 1) + b * (b - 1) + c * c = 1 := by exact_mod_cast hr
    have hb := mul_pred_nonneg b
    have ha2 := mul_self_nonneg (a - 1)
    have hc2 := mul_self_nonneg c
    -- only finitely many integer triples remain
    have a1 : 0 ≤ a := by nlinarith
    have a2 : a ≤ 2 := by nlinarith
    have b1 : 0 ≤ b := by nlinarith
    have b2 : b ≤ 1 := by nlinarith
    have c1 : -1 ≤ c := by nlinarith
    have c2 : c ≤ 1 := by nlinarith
    have hfin : (a = 0 ∧ b = 0 ∧ c = 0) ∨ (a = 2 ∧ b = 0 ∧ c = 0) ∨
        (a = 1 ∧ b = 1 ∧ c = 1) ∨ (a = 1 ∧ b = 1 ∧ c = -1) := by
      clear h hr hd hb ha2 hc2
      interval_cases a <;> interval_cases b <;> interval_cases c <;> omega
    rcases hfin with ⟨rfl, rfl, rfl⟩ | ⟨rfl, rfl, rfl⟩ | ⟨rfl, rfl, rfl⟩ | ⟨rfl, rfl, rfl⟩ <;>
      simp
  · rintro (h | h | h | h)
    · exact back 0 0 0 rfl rfl rfl p (by rw [h]; simp)
    · exact back 2 0 0 rfl rfl rfl p (by rw [h]; simp)
    · exact back 1 1 1 rfl rfl rfl p (by rw [h]; simp)
    · exact back 1 1 (-1) rfl rfl rfl p (by rw [h]; simp)

/-- The covering radius of the bcc lattice is √5/2. -/
theorem coveringRadius_bcc : coveringRadius bcc = √5 / 2 := by
  have h : IsLeast {r | ∀ x : Space, ∃ p ∈ bcc, dist x p ≤ r} (√5 / 2) := by
    refine ⟨bcc_covers, fun r hr => ?_⟩
    obtain ⟨p, hp, hd⟩ := hr hole
    exact (hole_far hp).trans hd
  exact h.csInf_eq

/-- The integer combinations of the conventional primitive vectors are exactly the integer
triples of equal parity. -/
theorem latticeOf_bccBasis : latticeOf bccBasis = bcc := by
  ext p
  constructor
  · rintro ⟨n, rfl⟩
    refine ⟨-n 0 + n 1 + n 2, n 0 - n 1 + n 2, n 0 + n 1 - n 2, by omega, by omega, ?_⟩
    ext i
    fin_cases i <;>
      simp [Matrix.vecMul, dotProduct, Fin.sum_univ_three, bccBasis] <;> ring
  · rintro ⟨a, b, c, hab, hbc, rfl⟩
    obtain ⟨k, rfl⟩ : ∃ k, b = a + 2 * k := ⟨(b - a) / 2, by omega⟩
    obtain ⟨l, rfl⟩ : ∃ l, c = a + 2 * l := ⟨(c - a) / 2, by omega⟩
    refine ⟨![a + k + l, a + l, a + k], ?_⟩
    ext i
    fin_cases i <;>
      simp [Matrix.vecMul, dotProduct, Fin.sum_univ_three, bccBasis] <;> ring

/-- The covering density of the bcc lattice is 5√5π/24. -/
theorem coveringDensity_bcc : coveringDensity bccBasis = 5 * √5 * π / 24 := by
  have hdet : bccBasis.det = 4 := by
    simp [bccBasis, Matrix.det_fin_three]
    norm_num
  have h5 : √5 ^ 3 = 5 * √5 := by
    rw [pow_succ, Real.sq_sqrt (by norm_num)]
  unfold coveringDensity
  rw [latticeOf_bccBasis, coveringRadius_bcc, hdet, EuclideanSpace.volume_closedBall_fin_three,
    ENNReal.toReal_mul, ENNReal.toReal_pow, ENNReal.toReal_ofReal (by positivity),
    ENNReal.toReal_ofReal (by positivity), div_pow, h5, abs_of_pos (by norm_num : (0 : ℝ) < 4)]
  ring

end

end BccCovering
```

```lean
#print axioms BccCovering.hole_neighbours
-- 'BccCovering.hole_neighbours' depends on axioms: [propext, Classical.choice, Quot.sound]
#print axioms BccCovering.coveringDensity_bcc
-- 'BccCovering.coveringDensity_bcc' depends on axioms: [propext, Classical.choice, Quot.sound]
```

## What the Lean statements say

`Space` is $\mathbb R^3$ with the Euclidean distance, `bcc` is the set of equal-parity triples, and `hole` is $(1,\tfrac12,0)$. `bcc_covers` gives the upper bound for every point, `hole_far` the lower bound at the hole, and `hole_neighbours` the exact set of nearest sites. `coveringRadius_bcc` combines the two bounds.

`latticeOf` takes integer combinations of matrix rows. `coveringDensity` divides the Lebesgue volume of the ball by $|\det B|$, the volume of a primitive cell, and is meant for $\det B\ne0$. `latticeOf_bccBasis` ties the primitive vectors to the parity description, and `coveringDensity_bcc` gives the density.

The sites are points of an ideal infinite lattice. The theorems neither compare bcc with other lattices nor list all its deepest holes. For a simulation grid of this ideal form, rescaled to cubic edge $L$, the farthest a point can be from a node is $\sqrt5L/4$; this is a geometric distance, not an interpolation error.

## How the lemmas fit together

`even_odd_neighbours` splits on the parity of the floor of $x$, and `sum_sq_le` is the inequality for three numbers, with `key` treating the case $u\ge\tfrac12$. `bcc_covers` chooses the even or odd site and compares squared distances through `dist_sq` and `radius_sq`.

`hole_dist_sq` isolates the integer $N$, and `mul_pred_nonneg` supplies $b(b-1)\ge0$. For equality, `hole_neighbours` bounds $a,b,c$, enumerates the remaining triples with `interval_cases`, and lets `omega` decide each one; `back` checks the converse.

In `coveringRadius_bcc`, `IsLeast` records that $\sqrt5/2$ is itself an admissible radius and the smallest one, so it equals the infimum. The last theorem substitutes the radius, the ball volume and the determinant.
